# A least-squares line through the origin overestimates the slope of a linear mean-square displacement with positive offset

An ion in a crystal rattles about its site and occasionally hops to another. In a molecular dynamics run, its mean-square displacement (MSD) first rises quickly because of the rattling and then grows linearly because of the hops. Along one dimension the linear part is

$$\mathrm{MSD}(t) = 2Dt + A,$$

where $D$ is the diffusion coefficient and $A > 0$ is the vibrational offset. If the hops are uncorrelated with one another and independent of the vibrations, $A$ is twice the variance of the position about the site, once the vibration has lost its memory. Since the displacement vanishes at $t=0$, one may want to force the fitted line through the origin. What does this do to $D$?

## The slopes with and without an intercept

Let the sampling times be $t_k = (k+1)h$ for $k = 0, \dots, n-1$, with spacing $h>0$ and $n \ge 2$. For data $y_k$, the line $mt+b$ has the squared residual

$$R(m,b) = \sum_{k=0}^{n-1} \bigl(y_k - m t_k - b\bigr)^2 .$$

The claim is that for $y_k = 2Dt_k + A$ the minimiser with $b=0$ has slope $2D + 3A/((2n+1)h)$, whereas the minimiser over both $m$ and $b$ is $m=2D$, $b=A$.

**Through the origin.** Write $S_1 = \sum_k t_k$, $S_2 = \sum_k t_k^2$ and $P = \sum_k t_k y_k$. Expanding the square gives

$$R(m,0) = \sum_k y_k^2 - 2mP + m^2 S_2 .$$

Let $m_0$ solve the normal equation $m_0 S_2 = P$. Then

$$R(m,0) - R(m_0,0) = -2(m-m_0)\,m_0S_2 + (m^2-m_0^2)S_2 = (m-m_0)^2 S_2 .$$

Since $S_2>0$, $m_0$ is the only minimiser. For the MSD, $P = 2D S_2 + A S_1$. The standard sums are

$$S_1 = \frac{n(n+1)}{2}h, \qquad S_2 = \frac{n(n+1)(2n+1)}{6}h^2,$$

and therefore

$$m_0 = 2D + A\,\frac{S_1}{S_2} = 2D + \frac{3A}{(2n+1)h} > 2D .$$

**With a free intercept.** The line $2Dt+A$ has zero residual, so every minimiser has zero residual and passes through all the points. At the first two times this means

$$mh+b = 2Dh+A, \qquad 2mh+b = 4Dh+A .$$

Subtracting gives $mh = 2Dh$, hence $m=2D$, and then $b=A$.

**At a fixed observation window.** With $T=nh$ the excess slope is $3A/(2T+h)$. Since $0<h<T$, it lies strictly between $A/T$ and $3A/(2T)$. Sampling the same window more densely makes $h$ smaller and the excess slightly larger.

For illustration, take ten lag times from 1 to 10 ps, $2D = 0.10$ Å²/ps and $A = 0.21$ Å². The excess is $3(0.21)/21 = 0.03$ Å²/ps. Halving the slope then gives $D = 0.065$ Å²/ps instead of $0.050$ Å²/ps, which is 30% too high.

## Sampled data and best fits in Lean

```lean
import Mathlib

open Finset

namespace MSDFitting

noncomputable section
```

The function `msd` is the model above. Its parameter `D` may be any real number, so an isotropic three-dimensional MSD, $6Dt + A$, is obtained by inserting $3D$ for `D`.

```lean
/-- The mean-square displacement `2Dt + A` of one-dimensional diffusion with diffusion
coefficient `D` and vibrational offset `A`. -/
def msd (D A t : ℝ) : ℝ := 2 * D * t + A
```

Numbering from `k = 0` makes $h$ the first sampling time, so the origin is not a data point.

```lean
/-- The sampling times `h, 2h, 3h, ...`, numbered from `k = 0`. -/
def sampleTime (h : ℝ) (k : ℕ) : ℝ := ((k : ℝ) + 1) * h
```

Data are a function `y` of time, of which only the values at the sampling times enter. All points have equal weight.

```lean
/-- The sum of squared residuals of the line `m t + b` against the data `y` at the first `n`
sampling times. -/
def sqResidual (y : ℝ → ℝ) (h : ℝ) (n : ℕ) (m b : ℝ) : ℝ :=
  ∑ k ∈ range n, (y (sampleTime h k) - (m * sampleTime h k + b)) ^ 2
```

A best fit is defined as a global minimiser, not by a slope formula. The two definitions differ only in the lines that compete.

```lean
/-- The slope `m` is a least-squares fit through the origin: no other line through the origin
has a smaller sum of squared residuals. -/
def IsOriginFit (y : ℝ → ℝ) (h : ℝ) (n : ℕ) (m : ℝ) : Prop :=
  ∀ m', sqResidual y h n m 0 ≤ sqResidual y h n m' 0

/-- The line `m t + b` is a least-squares fit with free intercept: no other line has a smaller
sum of squared residuals. -/
def IsFreeFit (y : ℝ → ℝ) (h : ℝ) (n : ℕ) (m b : ℝ) : Prop :=
  ∀ m' b', sqResidual y h n m b ≤ sqResidual y h n m' b'
```

The model is noise-free and linear at every sampled time. Statistical scatter, correlations between MSD values and the initial rise before the offset is established are left out.

## The normal equation and the biased slope

The two sums $S_1$ and $S_2$ follow by induction on `n`: `sum_range_succ` splits off the last term, and `ring` checks the resulting polynomial identity.

```lean
/-- The first `n` sampling times add up to `n(n+1)h/2`. -/
theorem sum_sampleTime (h : ℝ) (n : ℕ) :
    ∑ k ∈ range n, sampleTime h k = (n : ℝ) * (n + 1) / 2 * h := by
  induction n with
  | zero => simp
  | succ n ih =>
    rw [sum_range_succ, ih]
    unfold sampleTime
    push_cast
    ring

/-- The squares of the first `n` sampling times add up to `n(n+1)(2n+1)h²/6`. -/
theorem sum_sampleTime_sq (h : ℝ) (n : ℕ) :
    ∑ k ∈ range n, sampleTime h k ^ 2 = (n : ℝ) * (n + 1) * (2 * n + 1) / 6 * h ^ 2 := by
  induction n with
  | zero => simp
  | succ n ih =>
    rw [sum_range_succ, ih]
    unfold sampleTime
    push_cast
    ring
```

The next lemma completes the square for arbitrary data. Its hypothesis `h₀` is the normal equation, and `expand` is the quadratic polynomial in the slope. The final `linear_combination` multiplies `h₀` by $2(m-m_0)$, which replaces $P$ by $m_0S_2$ as in the derivation.

```lean
/-- If the slope `m₀` solves the normal equation, the squared residual of any line through the
origin equals that of the line with slope `m₀` plus the squared slope difference times the sum of
squared times. -/
theorem sqResidual_origin (y : ℝ → ℝ) (h : ℝ) (n : ℕ) (m m₀ : ℝ)
    (h₀ : m₀ * ∑ k ∈ range n, sampleTime h k ^ 2 =
      ∑ k ∈ range n, sampleTime h k * y (sampleTime h k)) :
    sqResidual y h n m 0 =
      sqResidual y h n m₀ 0 + (m - m₀) ^ 2 * ∑ k ∈ range n, sampleTime h k ^ 2 := by
  -- the residual is a quadratic polynomial in the slope
  have expand : ∀ s, sqResidual y h n s 0 = ∑ k ∈ range n, y (sampleTime h k) ^ 2
      - 2 * s * ∑ k ∈ range n, sampleTime h k * y (sampleTime h k)
      + s ^ 2 * ∑ k ∈ range n, sampleTime h k ^ 2 := by
    intro s
    unfold sqResidual
    rw [mul_sum, mul_sum, ← sum_sub_distrib, ← sum_add_distrib]
    exact sum_congr rfl (fun k _ => by ring)
  rw [expand m, expand m₀]
  linear_combination 2 * (m - m₀) * h₀
```

With at least one sampling time and $h>0$, $S_2$ is positive (`hQ`). A different slope then has a strictly larger residual, which gives uniqueness. The other direction of the equivalence says that $m_0$ is a minimiser.

```lean
/-- For any data at one or more sampling times with spacing `h > 0`, a slope that solves the
normal equation is the unique least-squares slope through the origin. -/
theorem isOriginFit_iff_of_normal (y : ℝ → ℝ) {h : ℝ} {n : ℕ} (hh : 0 < h) (hn : 0 < n)
    (m m₀ : ℝ)
    (h₀ : m₀ * ∑ k ∈ range n, sampleTime h k ^ 2 =
      ∑ k ∈ range n, sampleTime h k * y (sampleTime h k)) :
    IsOriginFit y h n m ↔ m = m₀ := by
  have hQ : 0 < ∑ k ∈ range n, sampleTime h k ^ 2 := by
    rw [sum_sampleTime_sq]
    positivity
  constructor
  · intro hm
    by_contra hne
    have h1 : sqResidual y h n m 0 ≤ sqResidual y h n m₀ 0 := hm m₀
    have h2 := sqResidual_origin y h n m m₀ h₀
    have hs : 0 < (m - m₀) ^ 2 :=
      (sq_nonneg _).lt_of_ne' (pow_ne_zero 2 (sub_ne_zero.mpr hne))
    linarith [mul_pos hs hQ]
  · intro e m'
    rw [e, sqResidual_origin y h n m' m₀ h₀]
    linarith [mul_nonneg (sq_nonneg (m' - m₀)) hQ.le]
```

For the MSD, `hP` is the identity $P = 2DS_2 + AS_1$. The step `key` shows that $2D+c$ solves the normal equation whenever $c(2n+1)h = 3A$. The sign of $A$ plays no part yet.

```lean
/-- For one or more sampling times with spacing `h > 0`, the least-squares line through the
origin fitted to `2Dt + A` has slope `2D + 3A/((2n+1)h)` and no other. -/
theorem isOriginFit_msd_iff (D A : ℝ) {h : ℝ} {n : ℕ} (hh : 0 < h) (hn : 0 < n) (m : ℝ) :
    IsOriginFit (msd D A) h n m ↔ m = 2 * D + 3 * A / ((2 * n + 1) * h) := by
  have hP : ∑ k ∈ range n, sampleTime h k * msd D A (sampleTime h k) =
      2 * D * ∑ k ∈ range n, sampleTime h k ^ 2 + A * ∑ k ∈ range n, sampleTime h k := by
    rw [mul_sum, mul_sum, ← sum_add_distrib]
    exact sum_congr rfl (fun k _ => by unfold msd; ring)
  -- the excess slope `c` is fixed by the normal equation
  have key : ∀ c : ℝ, c * ((2 * n + 1) * h) = 3 * A →
      (2 * D + c) * ∑ k ∈ range n, sampleTime h k ^ 2 =
        ∑ k ∈ range n, sampleTime h k * msd D A (sampleTime h k) := by
    intro c hc
    rw [hP, sum_sampleTime_sq, sum_sampleTime]
    linear_combination (n : ℝ) * (n + 1) / 6 * h * hc
  have hne : (2 * (n : ℝ) + 1) * h ≠ 0 := by positivity
  exact isOriginFit_iff_of_normal _ hh hn m _ (key _ (div_mul_cancel₀ _ hne))
```

## Two times fix the free line

Here `hzero` says that the true line has zero residual. A sum of squares vanishes only if each term does, so `e0` and `e1` are the equations at the first two times, and their difference gives the slope.

```lean
/-- For two or more sampling times with spacing `h > 0`, the least-squares line with free
intercept fitted to `2Dt + A` has slope `2D` and intercept `A` and no others. -/
theorem isFreeFit_msd_iff (D A : ℝ) {h : ℝ} {n : ℕ} (hh : 0 < h) (hn : 2 ≤ n) (m b : ℝ) :
    IsFreeFit (msd D A) h n m b ↔ m = 2 * D ∧ b = A := by
  have hzero : sqResidual (msd D A) h n (2 * D) A = 0 := by
    simp [sqResidual, msd]
  have hnonneg : ∀ m' b', 0 ≤ sqResidual (msd D A) h n m' b' :=
    fun m' b' => sum_nonneg fun k _ => sq_nonneg _
  constructor
  · intro hf
    have h1 : sqResidual (msd D A) h n m b ≤ sqResidual (msd D A) h n (2 * D) A := hf _ _
    have h2 : sqResidual (msd D A) h n m b = 0 :=
      le_antisymm (h1.trans_eq hzero) (hnonneg m b)
    unfold sqResidual at h2
    rw [sum_eq_zero_iff_of_nonneg (fun k _ => sq_nonneg _)] at h2
    -- the fitted line passes through the first two points
    have e0 := pow_eq_zero_iff (two_ne_zero) |>.mp (h2 0 (mem_range.mpr (by omega)))
    have e1 := pow_eq_zero_iff (two_ne_zero) |>.mp (h2 1 (mem_range.mpr (by omega)))
    simp only [msd, sampleTime, Nat.cast_zero, Nat.cast_one] at e0 e1
    have hm : (m - 2 * D) * h = 0 := by linear_combination e0 - e1
    have hm' : m = 2 * D := by
      have := (mul_eq_zero.mp hm).resolve_right hh.ne'
      linarith
    refine ⟨hm', ?_⟩
    rw [hm'] at e0
    linear_combination -e0
  · rintro ⟨e1, e2⟩ m' b'
    rw [e1, e2, hzero]
    exact hnonneg m' b'
```

With only one time, the slope is undetermined: any line through the single point is a best fit. The horizontal line with intercept $A+2Dh$ is an example, and for $D \neq 0$ its slope is wrong. One sampling time is therefore not enough for the free-intercept result.

```lean
/-- With the single sampling time `h`, every slope `m` belongs to a least-squares line with free
intercept fitted to `2Dt + A`, the intercept being `A + (2D - m)h`. -/
theorem isFreeFit_single_time (D A h m : ℝ) :
    IsFreeFit (msd D A) h 1 m (A + (2 * D - m) * h) := by
  intro m' b'
  have hzero : sqResidual (msd D A) h 1 m (A + (2 * D - m) * h) = 0 := by
    simp only [sqResidual, sum_range_one, msd, sampleTime, Nat.cast_zero]
    ring
  rw [hzero]
  exact sum_nonneg fun k _ => sq_nonneg _
```

## The comparison and the window bounds

The main theorem has three parts: the slope through the origin, its excess over $2D$, and the free fit. Each "if and only if" says that the stated values give a best fit and that no others do. The condition $A>0$ enters only in the second part, where `positivity` shows that the excess is positive. For simulation practice this means that, for a noise-free linear MSD with positive offset, forcing the line through the origin overestimates the diffusion coefficient, while a free intercept recovers it.

```lean
/-- For `2Dt + A` with `A > 0`, sampled at `n ≥ 2` times with spacing `h > 0`, the fit through the
origin has slope `2D + 3A/((2n+1)h)`, which is larger than `2D`, while the fit with free
intercept has slope `2D` and intercept `A`. -/
theorem msd_fit_comparison (D : ℝ) {A h : ℝ} {n : ℕ} (hA : 0 < A) (hh : 0 < h) (hn : 2 ≤ n) :
    (∀ m, IsOriginFit (msd D A) h n m ↔ m = 2 * D + 3 * A / ((2 * n + 1) * h)) ∧
    (∀ m, IsOriginFit (msd D A) h n m → 2 * D < m) ∧
    (∀ m b, IsFreeFit (msd D A) h n m b ↔ m = 2 * D ∧ b = A) := by
  have hn0 : 0 < n := by omega
  refine ⟨isOriginFit_msd_iff D A hh hn0, ?_, isFreeFit_msd_iff D A hh hn⟩
  intro m hm
  rw [isOriginFit_msd_iff D A hh hn0] at hm
  have hpos : 0 < 3 * A / ((2 * (n : ℝ) + 1) * h) := by positivity
  linarith
```

The last theorem bounds the excess in terms of $T = nh$. After cross-multiplication, the lower bound reduces to $Ah(n-1)>0$ and the upper one to $3Ah>0$. These are the positive products passed to `nlinarith`, up to a constant factor.

```lean
/-- For `A > 0`, `h > 0` and `n ≥ 2`, the slope of the least-squares line through the origin fitted
to `2Dt + A` exceeds `2D` by an amount strictly between `A/T` and `3A/(2T)`, where `T = nh` is the
last sampling time. -/
theorem origin_bias_window (D : ℝ) {A h : ℝ} {n : ℕ} (hA : 0 < A) (hh : 0 < h) (hn : 2 ≤ n)
    {m : ℝ} (hm : IsOriginFit (msd D A) h n m) :
    A / (n * h) < m - 2 * D ∧ m - 2 * D < 3 * A / (2 * (n * h)) := by
  have hn0 : 0 < n := by omega
  have hn2 : (2 : ℝ) ≤ n := by exact_mod_cast hn
  have hn1 : 0 < (n : ℝ) - 1 := by linarith
  rw [isOriginFit_msd_iff D A hh hn0] at hm
  have e : m - 2 * D = 3 * A / ((2 * n + 1) * h) := by linarith
  rw [e]
  constructor
  · rw [div_lt_div_iff₀ (by positivity) (by positivity)]
    nlinarith [mul_pos (mul_pos hA hh) hn1]
  · rw [div_lt_div_iff₀ (by positivity) (by positivity)]
    nlinarith [mul_pos hA hh]

end

end MSDFitting
```

```lean
#print axioms MSDFitting.isFreeFit_single_time
-- 'MSDFitting.isFreeFit_single_time' depends on axioms: [propext, Classical.choice, Quot.sound]
#print axioms MSDFitting.msd_fit_comparison
-- 'MSDFitting.msd_fit_comparison' depends on axioms: [propext, Classical.choice, Quot.sound]
#print axioms MSDFitting.origin_bias_window
-- 'MSDFitting.origin_bias_window' depends on axioms: [propext, Classical.choice, Quot.sound]
```
